# Counting n + 1 bonding levels in a cluster model with complete-graph radial coupling

Diagonalising the coupling matrix of the skeletal orbitals of an n-vertex cluster gives its levels. The number of levels on the bonding side of zero is the number of electron pairs that the bonding levels hold.

## n + 1 levels above zero, 2n − 1 below

Each vertex carries one radial and two tangential orbitals, all orthonormal. The coupling matrix is

H = K ⊕ T

where K is the n × n adjacency matrix of the complete graph and T is a real symmetric 2n × 2n tangential coupling. Suppose that n ≥ 2, that T is invertible, and that some invertible J satisfies JT = −TJ. Then H has n + 1 positive and 2n − 1 negative eigenvalues, counted with multiplicity.

Positive means bonding because a level x of H has the energy α + βx. Here α is the energy that every orbital, radial or tangential, has before coupling, and β < 0 is the energy unit of the couplings in H. A code that diagonalises the energy matrix α + βH must count the eigenvalues below α.

## Filling levels and checking the assembly

In this non-interacting model, n + 1 pairs exactly fill the bonding levels. The count also checks matrix assembly: if the hypotheses are meant to hold and another number appears, either the matrix breaks a hypothesis or the numerical diagonalisation or counting has gone wrong, for instance by rounding a level across zero.

## Trace, sign reversal and block determinant

**Radial part.** Let E be the all-ones matrix, so K = E − 1 and E² = nE. Multiplying out gives

(x − K)((x + 2 − n) + K) = (x + 1)(x + 1 − n) 1

If x is a level, det(x − K) = 0, so the determinant of the right side vanishes and x = n − 1 or x = −1 (`radial_level`). Let p levels equal n − 1. The trace of K is zero:

p(n − 1) − (n − p) = n(p − 1) = 0

Hence p = 1, and for n ≥ 2 that level is positive. `radial_bonding` does the same sum after adding 1 to each eigenvalue, which turns it into n or 0.

**Tangential part.** From JT = −TJ,

J(x − T) = (x + T)J

Taking determinants and cancelling det J ≠ 0 gives

det(x − T) = det(x + T) = (−1)²ⁿ det(−x − T)

The levels are therefore symmetric about zero (`levels_neg`). Since det T ≠ 0, none is zero, so n are positive and n negative (`tangential_half`).

**Direct sum.** The secular determinant factorises:

det(x − H) = det(x − K) det(x − T)

So the levels combine (`levels_directSum`), giving 1 + n positive and (n − 1) + n negative. In `wade_count`, `omega` does this final addition.

## Three vertices by hand

For n = 3, K sends (1, 1, 1) to twice itself, and (1, −1, 0) and (1, 0, −1) to their negatives. Its levels are 2, −1, −1.

Take T = K ⊗ σx, where σx swaps the two tangential orbitals on a vertex. If Kv = sv, then v ⊗ (1, 1) has level s and v ⊗ (1, −1) has level −s. The levels of T are 2, 1, 1, −1, −1, −2.

Together there are four positive levels (2, 2, 1, 1) and five negative ones, as n + 1 and 2n − 1 require.

## The Lean file

```lean
import Mathlib

open Matrix Polynomial
open scoped Kronecker

namespace WadeCounting

noncomputable section

variable {m k : Type*} [Fintype m] [DecidableEq m] [Fintype k] [DecidableEq k]

/-- The levels of a real coupling matrix: the real roots of its characteristic polynomial,
listed with multiplicity. -/
def levels (A : Matrix m m ℝ) : Multiset ℝ := A.charpoly.roots

/-- The number of bonding levels: positive levels, counted with multiplicity. -/
def bonding (A : Matrix m m ℝ) : ℕ := (levels A).countP (fun x => 0 < x)

/-- The number of antibonding levels: negative levels, counted with multiplicity. -/
def antibonding (A : Matrix m m ℝ) : ℕ := (levels A).countP (fun x => x < 0)

/-- The radial coupling of `n` vertices: the adjacency matrix of the complete graph. -/
def radial (n : ℕ) : Matrix (Fin n) (Fin n) ℝ := (⊤ : SimpleGraph (Fin n)).adjMatrix ℝ

/-- The skeletal coupling matrix: the direct sum of the radial coupling and a tangential
coupling `T` with two tangential orbitals on each vertex. -/
def skeleton (n : ℕ) (T : Matrix (Fin n × Fin 2) (Fin n × Fin 2) ℝ) :
    Matrix (Fin n ⊕ Fin n × Fin 2) (Fin n ⊕ Fin n × Fin 2) ℝ :=
  fromBlocks (radial n) 0 0 T

/-- The characteristic polynomial at `x` is the secular determinant of `x - A`. -/
theorem secular (A : Matrix m m ℝ) (x : ℝ) :
    A.charpoly.eval x = (x • (1 : Matrix m m ℝ) - A).det := by
  rw [Matrix.eval_charpoly, Matrix.scalar_apply, Matrix.smul_one_eq_diagonal]

/-- The levels of a real symmetric matrix are its eigenvalues. -/
theorem levels_eq {A : Matrix m m ℝ} (hA : A.IsHermitian) :
    levels A = Finset.univ.val.map hA.eigenvalues :=
  hA.roots_charpoly_eq_eigenvalues

/-- The levels of a direct sum are the levels of its two parts taken together. -/
theorem levels_directSum (A : Matrix m m ℝ) (B : Matrix k k ℝ) :
    levels (fromBlocks A 0 0 B) = levels A + levels B := by
  have h : (fromBlocks A 0 0 B).charpoly = A.charpoly * B.charpoly := by
    apply Polynomial.funext
    intro x
    have hb : x • (1 : Matrix (m ⊕ k) (m ⊕ k) ℝ) - fromBlocks A 0 0 B
        = fromBlocks (x • 1 - A) 0 0 (x • 1 - B) := by
      ext (i | i) (j | j) <;> simp [Matrix.one_apply]
    rw [Polynomial.eval_mul, secular, secular, secular, hb, det_fromBlocks_zero₂₁]
  unfold levels
  rw [h, Polynomial.roots_mul
    (mul_ne_zero A.charpoly_monic.ne_zero B.charpoly_monic.ne_zero)]

/-- If a real symmetric coupling matrix anticommutes with an invertible matrix, its levels
are symmetric about zero, with multiplicity. -/
theorem levels_neg {T J : Matrix m m ℝ} (hT : T.IsHermitian) (hJ : IsUnit J)
    (hJT : J * T = -(T * J)) : (levels T).map (fun x => -x) = levels T := by
  have hd : J.det ≠ 0 := ((Matrix.isUnit_iff_isUnit_det J).1 hJ).ne_zero
  have hp : T.charpoly = ∏ i, (X - C (-hT.eigenvalues i)) := by
    apply Polynomial.funext
    intro x
    -- conjugation by J reverses the sign of T in the secular determinant
    have h1 : J * (x • 1 - T) = (x • 1 + T) * J := by
      rw [mul_sub, add_mul, hJT, mul_smul_comm, smul_mul_assoc, mul_one, one_mul,
        sub_neg_eq_add]
    have h2 : (x • (1 : Matrix m m ℝ) - T).det = (x • (1 : Matrix m m ℝ) + T).det := by
      have h := congrArg Matrix.det h1
      rw [det_mul, det_mul, mul_comm] at h
      exact mul_right_cancel₀ hd h
    have h3 : x • (1 : Matrix m m ℝ) + T = -((-x) • (1 : Matrix m m ℝ) - T) := by module
    have h4 : T.charpoly.eval (-x) = ∏ i, (-x - hT.eigenvalues i) := by
      rw [hT.charpoly_eq, Polynomial.eval_prod]
      simp
    rw [secular, h2, h3, det_neg, ← secular, h4, Polynomial.eval_prod,
      ← Finset.card_univ, ← Finset.prod_const, ← Finset.prod_mul_distrib]
    refine Finset.prod_congr rfl fun i _ => ?_
    simp only [eval_sub, eval_X, eval_C]
    ring
  have hr : levels T = Finset.univ.val.map (fun i => -hT.eigenvalues i) := by
    have h := Polynomial.roots_multiset_prod_X_sub_C
      (Finset.univ.val.map (fun i => -hT.eigenvalues i))
    rw [Multiset.map_map] at h
    unfold levels
    rw [hp]
    exact h
  calc (levels T).map (fun x => -x)
      = (Finset.univ.val.map hT.eigenvalues).map (fun x => -x) := by rw [levels_eq hT]
    _ = Finset.univ.val.map (fun i => -hT.eigenvalues i) := Multiset.map_map _ _ _
    _ = levels T := hr.symm

/-- A real symmetric matrix without a zero level has as many bonding and antibonding levels
together as it has orbitals. -/
theorem bonding_add_antibonding {A : Matrix m m ℝ} (hA : A.IsHermitian)
    (h0 : ∀ x ∈ levels A, x ≠ 0) : bonding A + antibonding A = Fintype.card m := by
  have hc : (levels A).card = Fintype.card m := by
    rw [levels_eq hA, Multiset.card_map]
    rfl
  have hn : antibonding A = (levels A).countP (fun x => ¬ 0 < x) := by
    unfold antibonding
    rw [Multiset.countP_eq_card_filter, Multiset.countP_eq_card_filter]
    exact congrArg Multiset.card (Multiset.filter_congr fun x hx =>
      ⟨fun h => not_lt_of_ge h.le, fun h => lt_of_le_of_ne (not_lt.1 h) (h0 x hx)⟩)
  rw [hn, ← hc]
  exact (Multiset.card_eq_countP_add_countP (fun x : ℝ => 0 < x) (levels A)).symm

/-- An invertible real symmetric coupling matrix that anticommutes with an invertible matrix
has equally many bonding and antibonding levels, each half the number of orbitals. -/
theorem tangential_half {T J : Matrix m m ℝ} (hT : T.IsHermitian) (hTu : IsUnit T)
    (hJ : IsUnit J) (hJT : J * T = -(T * J)) :
    2 * bonding T = Fintype.card m ∧ 2 * antibonding T = Fintype.card m := by
  have h0 : ∀ x ∈ levels T, x ≠ 0 := by
    rintro x hx rfl
    have h : T.charpoly.eval 0 = 0 := (Polynomial.mem_roots'.1 hx).2
    rw [secular, zero_smul, zero_sub, det_neg] at h
    exact mul_ne_zero (pow_ne_zero _ (by norm_num))
      ((Matrix.isUnit_iff_isUnit_det T).1 hTu).ne_zero h
  have he : antibonding T = bonding T := by
    unfold antibonding bonding
    calc (levels T).countP (fun x => x < 0)
        = ((levels T).map (fun x => -x)).countP (fun x => x < 0) := by
          rw [levels_neg hT hJ hJT]
      _ = (levels T).countP (fun x => 0 < x) := by
          rw [Multiset.countP_map, Multiset.countP_eq_card_filter]
          exact congrArg Multiset.card (Multiset.filter_congr fun x _ => neg_lt_zero)
  have hs := bonding_add_antibonding hT h0
  omega

/-- Every level of the radial coupling of `n` vertices is `n - 1` or `-1`. -/
theorem radial_level {n : ℕ} {x : ℝ} (hx : x ∈ levels (radial n)) :
    x = n - 1 ∨ x = -1 := by
  have h0 : (radial n).charpoly.eval x = 0 := (Polynomial.mem_roots'.1 hx).2
  rw [secular] at h0
  let E : Matrix (Fin n) (Fin n) ℝ := Matrix.of fun _ _ => 1
  have hK : radial n = E - 1 := by
    ext i j
    by_cases h : i = j <;> simp [radial, E, SimpleGraph.adjMatrix_apply, h]
  have hE : E * E = (n : ℝ) • E := by
    ext i j
    simp [E, Matrix.mul_apply]
  -- the secular matrix divides a multiple of the identity
  have hf : (x • 1 - radial n) * ((x + 2 - n) • 1 + radial n)
      = ((x + 1) * (x + 1 - n)) • (1 : Matrix (Fin n) (Fin n) ℝ) := by
    rw [hK]
    simp only [mul_add, sub_mul, mul_sub, smul_mul_assoc, mul_smul_comm, one_mul, mul_one, hE]
    module
  have hd := congrArg Matrix.det hf
  rw [det_mul, h0, zero_mul, det_smul, det_one, mul_one] at hd
  have hq : (x + 1) * (x + 1 - n) = 0 := by
    by_contra hne
    exact pow_ne_zero _ hne hd.symm
  rcases mul_eq_zero.1 hq with h | h
  · right; linarith
  · left; linarith

/-- The radial coupling matrix is symmetric. -/
theorem radial_isHermitian (n : ℕ) : (radial n).IsHermitian :=
  Matrix.IsHermitian.ext fun i j => by
    simp [radial, SimpleGraph.adjMatrix_apply, eq_comm]

/-- For at least two vertices the radial coupling has exactly one bonding level. -/
theorem radial_bonding {n : ℕ} (hn : 2 ≤ n) : bonding (radial n) = 1 := by
  have hK := radial_isHermitian n
  have hn' : (2 : ℝ) ≤ n := by exact_mod_cast hn
  have hc : bonding (radial n)
      = (Finset.univ.filter fun i => 0 < hK.eigenvalues i).card := by
    unfold bonding
    rw [levels_eq hK, Multiset.countP_map]
    rfl
  have hl : ∀ i, hK.eigenvalues i + 1 = if 0 < hK.eigenvalues i then (n : ℝ) else 0 := by
    intro i
    have hm : hK.eigenvalues i ∈ levels (radial n) := by
      rw [levels_eq hK]
      exact Multiset.mem_map_of_mem _ (Finset.mem_univ i)
    rcases radial_level hm with h | h
    · rw [if_pos (by linarith)]; linarith
    · rw [if_neg (by linarith)]; linarith
  -- the levels sum to the trace, which vanishes
  have ht : ∑ i, hK.eigenvalues i = 0 := by
    have htr : (radial n).trace = 0 := by
      simp [radial, Matrix.trace]
    have h := hK.trace_eq_sum_eigenvalues
    rw [htr] at h
    simpa using h.symm
  have hs : ∑ i, (hK.eigenvalues i + 1)
      = ∑ i, if 0 < hK.eigenvalues i then (n : ℝ) else 0 :=
    Finset.sum_congr rfl fun i _ => hl i
  rw [Finset.sum_add_distrib, ht, ← Finset.sum_filter, Finset.sum_const, Finset.sum_const,
    Finset.card_univ, Fintype.card_fin, ← hc, nsmul_eq_mul, nsmul_eq_mul] at hs
  have h1 : (bonding (radial n) : ℝ) = 1 :=
    mul_right_cancel₀ (show (n : ℝ) ≠ 0 by linarith) (by linarith)
  exact_mod_cast h1

/-- The `n + 1` count in the complete-graph model: for `n ≥ 2` vertices and an invertible symmetric
tangential coupling that anticommutes with an invertible matrix, the skeleton has exactly `n + 1`
bonding levels, and its antibonding levels number one less than `2 n`. -/
theorem wade_count {n : ℕ} (hn : 2 ≤ n) {T J : Matrix (Fin n × Fin 2) (Fin n × Fin 2) ℝ}
    (hT : T.IsHermitian) (hTu : IsUnit T) (hJ : IsUnit J) (hJT : J * T = -(T * J)) :
    bonding (skeleton n T) = n + 1 ∧ antibonding (skeleton n T) + 1 = 2 * n := by
  have hn' : (2 : ℝ) ≤ n := by exact_mod_cast hn
  have hb : bonding (skeleton n T) = bonding (radial n) + bonding T := by
    unfold bonding skeleton
    rw [levels_directSum, Multiset.countP_add]
  have ha : antibonding (skeleton n T) = antibonding (radial n) + antibonding T := by
    unfold antibonding skeleton
    rw [levels_directSum, Multiset.countP_add]
  have hr := bonding_add_antibonding (radial_isHermitian n) (fun x hx h => by
    rcases radial_level hx with h' | h' <;> linarith)
  have h1 := radial_bonding hn
  obtain ⟨h2, h3⟩ := tangential_half hT hTu hJ hJT
  simp only [Fintype.card_prod, Fintype.card_fin] at hr h2 h3
  omega

/-- For a single vertex and an invertible symmetric tangential coupling that anticommutes with an
invertible matrix, the skeleton has exactly one bonding level. -/
theorem single_vertex {T J : Matrix (Fin 1 × Fin 2) (Fin 1 × Fin 2) ℝ}
    (hT : T.IsHermitian) (hTu : IsUnit T) (hJ : IsUnit J) (hJT : J * T = -(T * J)) :
    bonding (skeleton 1 T) = 1 := by
  have hb : bonding (skeleton 1 T) = bonding (radial 1) + bonding T := by
    unfold bonding skeleton
    rw [levels_directSum, Multiset.countP_add]
  have h1 : bonding (radial 1) = 0 := by
    unfold bonding
    rw [Multiset.countP_eq_zero]
    intro x hx hpos
    rcases radial_level hx with h | h
    · norm_num at h; linarith
    · linarith
  have h2 := (tangential_half hT hTu hJ hJT).1
  simp only [Fintype.card_prod, Fintype.card_fin] at h2
  omega

/-- For any invertible symmetric coupling `S` between vertices, the tangential coupling `S ⊗ σx` and
the matrix `1 ⊗ σz` meet the conditions that `wade_count` puts on `T` and `J`. -/
theorem wade_count_witness {n : ℕ} {S : Matrix (Fin n) (Fin n) ℝ}
    (hS : S.IsHermitian) (hSu : IsUnit S) :
    (S ⊗ₖ !![(0 : ℝ), 1; 1, 0]).IsHermitian ∧ IsUnit (S ⊗ₖ !![(0 : ℝ), 1; 1, 0]) ∧
    IsUnit ((1 : Matrix (Fin n) (Fin n) ℝ) ⊗ₖ !![(1 : ℝ), 0; 0, -1]) ∧
    ((1 : Matrix (Fin n) (Fin n) ℝ) ⊗ₖ !![(1 : ℝ), 0; 0, -1]) * (S ⊗ₖ !![(0 : ℝ), 1; 1, 0])
      = -((S ⊗ₖ !![(0 : ℝ), 1; 1, 0]) *
          ((1 : Matrix (Fin n) (Fin n) ℝ) ⊗ₖ !![(1 : ℝ), 0; 0, -1])) := by
  have hx : !![(0 : ℝ), 1; 1, 0] * !![(0 : ℝ), 1; 1, 0] = 1 := by
    ext i j
    fin_cases i <;> fin_cases j <;> simp [Matrix.mul_apply, Fin.sum_univ_succ]
  have hz : !![(1 : ℝ), 0; 0, -1] * !![(1 : ℝ), 0; 0, -1] = 1 := by
    ext i j
    fin_cases i <;> fin_cases j <;> simp [Matrix.mul_apply, Fin.sum_univ_succ]
  have hzx : !![(1 : ℝ), 0; 0, -1] * !![(0 : ℝ), 1; 1, 0]
      = -(!![(0 : ℝ), 1; 1, 0] * !![(1 : ℝ), 0; 0, -1]) := by
    ext i j
    fin_cases i <;> fin_cases j <;> simp [Matrix.mul_apply, Fin.sum_univ_succ]
  have hxh : (!![(0 : ℝ), 1; 1, 0])ᴴ = !![(0 : ℝ), 1; 1, 0] := by
    ext i j
    fin_cases i <;> fin_cases j <;> simp
  refine ⟨?_, ?_, ?_, ?_⟩
  · unfold Matrix.IsHermitian
    rw [conjTranspose_kronecker, hS.eq, hxh]
  · rw [Matrix.isUnit_iff_isUnit_det]
    apply Matrix.isUnit_det_of_right_inverse (B := S⁻¹ ⊗ₖ !![(0 : ℝ), 1; 1, 0])
    rw [← mul_kronecker_mul, hx,
      mul_nonsing_inv S ((Matrix.isUnit_iff_isUnit_det S).1 hSu), one_kronecker_one]
  · rw [Matrix.isUnit_iff_isUnit_det]
    apply Matrix.isUnit_det_of_right_inverse
      (B := (1 : Matrix (Fin n) (Fin n) ℝ) ⊗ₖ !![(1 : ℝ), 0; 0, -1])
    rw [← mul_kronecker_mul, hz, one_mul, one_kronecker_one]
  · rw [← mul_kronecker_mul, ← mul_kronecker_mul, one_mul, mul_one, hzx]
    ext ⟨i, a⟩ ⟨j, b⟩
    simp only [Matrix.kroneckerMap_apply, Matrix.neg_apply, mul_neg]

end

end WadeCounting
```

```lean
#print axioms WadeCounting.wade_count
#print axioms WadeCounting.single_vertex
```

```
'WadeCounting.wade_count' depends on axioms: [propext, Classical.choice, Quot.sound]
'WadeCounting.single_vertex' depends on axioms: [propext, Classical.choice, Quot.sound]
```

## Pointwise determinants and multiplicities

`levels` is the multiset of real roots of the characteristic polynomial; for a symmetric matrix, `levels_eq` identifies it with the eigenvalues. The determinant identities hold at one number x at a time, which alone says nothing about repeated roots. `Polynomial.funext` closes that gap: real polynomials that agree at every x are equal, so their roots agree with multiplicity.

## Assumed symmetry, no gap estimate

In `wade_count`, `IsHermitian` over ℝ means symmetric, `IsUnit` means invertible, and `Fin n × Fin 2` labels the tangential orbitals. The zero blocks in `skeleton` exclude radial–tangential mixing. The second conclusion reads `antibonding + 1 = 2 * n` in substance, avoiding subtraction of natural numbers.

J stands for a sign-reversing symmetry, as when two orbital sets couple only to each other. It is assumed, not derived from a cluster's geometry. `wade_count_witness` supplies examples: T = S ⊗ σx and J = 1 ⊗ σz, with σz = diag(1, −1), for any invertible symmetric S.

Wade's rule assigns n + 1 skeletal electron pairs to closed deltahedral clusters. The theorem reproduces that number in a model and does not prove the rule: K couples every pair of vertices equally, even opposite corners of an octahedron. The bound n ≥ 2 cannot be relaxed to n ≥ 1: `single_vertex` finds one bonding level, not two.

Invertibility keeps the levels of T away from zero but sets no minimum distance, so a floating-point count can still misplace a level that lies very close to zero.
